# A third-moment error bound for the variance-corrected mean embedding energy

To estimate the average embedding energy $\langle F(\rho)\rangle$ in a disordered alloy from only the mean $r$ and variance $v$ of the host density $\rho$, one can replace it by $F(r)+F''(r)v/2$. For finitely many atomic environments that share one embedding function $F$ with $|F'''|\le M$, this replacement is off by at most $M/6$ times the mean of $|\rho-r|^3$.

```lean
import Mathlib

open Set

namespace EmbeddedAtomFluctuations

noncomputable section

variable {ι : Type*} [Fintype ι]

/-- The weighted sum of a quantity `f` over finitely many atomic environments. It is the mean of `f`
when the weights `w` are nonnegative and sum to one. -/
def mean (w f : ι → ℝ) : ℝ := ∑ i, w i * f i

/-- The weighted sum of `(ρ i - mean w ρ) ^ 2`. It is the variance of the host density `ρ` when the
weights `w` are nonnegative and sum to one. -/
def variance (w ρ : ι → ℝ) : ℝ := mean w (fun i => (ρ i - mean w ρ) ^ 2)

/-- The weighted sum of `|ρ i - mean w ρ| ^ 3`. It is the third absolute central moment of the host
density `ρ` when the weights `w` are nonnegative and sum to one. -/
def absThirdMoment (w ρ : ι → ℝ) : ℝ := mean w (fun i => |ρ i - mean w ρ| ^ 3)

/-- A function on `[0,1]` that vanishes at `0` and whose slope is at most `C t ^ n` in absolute
value is itself at most `C t ^ (n + 1) / (n + 1)` in absolute value. -/
theorem abs_le_of_slope_le {g g' : ℝ → ℝ} {C : ℝ} (n : ℕ) (h0 : g 0 = 0)
    (hg : ∀ t ∈ Icc (0 : ℝ) 1, HasDerivWithinAt g (g' t) (Icc 0 1) t)
    (hb : ∀ t ∈ Icc (0 : ℝ) 1, |g' t| ≤ C * t ^ n) :
    ∀ t ∈ Icc (0 : ℝ) 1, |g t| ≤ C / ((n : ℝ) + 1) * t ^ (n + 1) := by
  intro t ht
  have hB : ∀ s : ℝ,
      HasDerivAt (fun t : ℝ => C / ((n : ℝ) + 1) * t ^ (n + 1)) (C * s ^ n) s := by
    intro s
    have hn : (n : ℝ) + 1 ≠ 0 := by positivity
    refine ((hasDerivAt_pow (n + 1) s).const_mul (C / ((n : ℝ) + 1))).congr_deriv ?_
    simp only [Nat.add_sub_cancel, Nat.cast_add, Nat.cast_one]
    field_simp
  exact image_norm_le_of_norm_deriv_right_le_deriv_boundary (f := g) (f' := g')
    (fun s hs => (hg s hs).continuousWithinAt)
    (fun s hs => ((hg s ⟨hs.1, hs.2.le⟩).mono
      (Icc_subset_Icc_left hs.1)).mono_of_mem_nhdsWithin (Icc_mem_nhdsGE hs.2))
    (by simp [h0]) hB (fun s hs => hb s ⟨hs.1, hs.2.le⟩) ht

/-- On an interval where `|F'''| ≤ M`, the embedding energy at density `x` differs from its
second-order expansion about `r` by at most `M |x - r| ^ 3 / 6`. -/
theorem embedding_taylor_bound {I : Set ℝ} (hI : Convex ℝ I) {F F1 F2 F3 : ℝ → ℝ} {M : ℝ}
    (h0 : ∀ x ∈ I, HasDerivWithinAt F (F1 x) I x)
    (h1 : ∀ x ∈ I, HasDerivWithinAt F1 (F2 x) I x)
    (h2 : ∀ x ∈ I, HasDerivWithinAt F2 (F3 x) I x)
    (hM : ∀ x ∈ I, |F3 x| ≤ M) {r x : ℝ} (hr : r ∈ I) (hx : x ∈ I) :
    |F x - (F r + F1 r * (x - r) + F2 r * (x - r) ^ 2 / 2)| ≤ M / 6 * |x - r| ^ 3 := by
  obtain ⟨d, rfl⟩ : ∃ d, x = r + d := ⟨x - r, by ring⟩
  rw [add_sub_cancel_left]
  -- move along the segment `r + t d`, which stays in the interval
  have hmem : ∀ t ∈ Icc (0 : ℝ) 1, r + t * d ∈ I := fun t ht => hI.add_smul_mem hr hx ht
  have hlin : ∀ t : ℝ, HasDerivWithinAt (fun t : ℝ => t * d) d (Icc 0 1) t := fun t =>
    (((hasDerivAt_id' t).mul_const d).congr_deriv (one_mul d)).hasDerivWithinAt
  have hcomp : ∀ G G' : ℝ → ℝ, (∀ x ∈ I, HasDerivWithinAt G (G' x) I x) →
      ∀ t ∈ Icc (0 : ℝ) 1,
        HasDerivWithinAt (fun t => G (r + t * d)) (G' (r + t * d) * d) (Icc 0 1) t :=
    fun G G' hG t ht => HasDerivWithinAt.comp (h := fun t => r + t * d) (h₂ := G) t
      (hG _ (hmem t ht)) ((hlin t).const_add r) (fun s hs => hmem s hs)
  -- integrate the bound on the third derivative three times
  have b2 : ∀ t ∈ Icc (0 : ℝ) 1, |F2 (r + t * d) - F2 r| ≤ M * |d| * t := fun t ht =>
    (abs_le_of_slope_le (g := fun t => F2 (r + t * d) - F2 r)
      (g' := fun t => F3 (r + t * d) * d) (C := M * |d|) 0 (by simp)
      (fun s hs => (hcomp F2 F3 h2 s hs).sub_const _)
      (fun s hs => by
        rw [abs_mul, pow_zero, mul_one]
        exact mul_le_mul_of_nonneg_right (hM _ (hmem s hs)) (abs_nonneg d)) t ht).trans_eq
      (by push_cast; ring)
  have b1 : ∀ t ∈ Icc (0 : ℝ) 1,
      |F1 (r + t * d) - F1 r - F2 r * (t * d)| ≤ M * |d| ^ 2 / 2 * t ^ 2 := fun t ht =>
    (abs_le_of_slope_le (g := fun t => F1 (r + t * d) - F1 r - F2 r * (t * d))
      (g' := fun t => (F2 (r + t * d) - F2 r) * d) (C := M * |d| ^ 2) 1 (by simp)
      (fun s hs => (((hcomp F1 F2 h1 s hs).sub_const (F1 r)).sub
        ((hlin s).const_mul (F2 r))).congr_deriv (by ring))
      (fun s hs => by
        rw [abs_mul]
        exact (mul_le_mul_of_nonneg_right (b2 s hs) (abs_nonneg d)).trans_eq (by ring))
      t ht).trans_eq (by push_cast; ring)
  have hsq : ∀ t : ℝ,
      HasDerivWithinAt (fun t : ℝ => t * d * (t * d)) (2 * (t * d) * d) (Icc 0 1) t :=
    fun t => ((hlin t).mul (hlin t)).congr_deriv (by ring)
  have b0 := abs_le_of_slope_le
    (g := fun t => F (r + t * d) - F r - F1 r * (t * d) - F2 r / 2 * (t * d * (t * d)))
    (g' := fun t => (F1 (r + t * d) - F1 r - F2 r * (t * d)) * d)
    (C := M * |d| ^ 3 / 2) 2 (by simp)
    (fun s hs => ((((hcomp F F1 h0 s hs).sub_const (F r)).sub
      ((hlin s).const_mul (F1 r))).sub ((hsq s).const_mul (F2 r / 2))).congr_deriv (by ring))
    (fun s hs => by
      rw [abs_mul]
      exact (mul_le_mul_of_nonneg_right (b1 s hs) (abs_nonneg d)).trans_eq (by ring))
    1 ⟨zero_le_one, le_rfl⟩
  simp only [one_mul] at b0
  calc |F (r + d) - (F r + F1 r * d + F2 r * d ^ 2 / 2)|
      = |F (r + d) - F r - F1 r * d - F2 r / 2 * (d * d)| := by congr 1; ring
    _ ≤ _ := b0
    _ = M / 6 * |d| ^ 3 := by push_cast; ring

/-- For weights that sum to one, averaging removes the term linear in the density fluctuation
and turns the quadratic term into the variance. -/
theorem mean_sub_quadratic (w ρ : ι → ℝ) (hw : ∑ i, w i = 1) (G : ι → ℝ) (a b c : ℝ) :
    mean w (fun i => G i - (a + b * (ρ i - mean w ρ) + c * (ρ i - mean w ρ) ^ 2 / 2)) =
      mean w G - (a + c * variance w ρ / 2) := by
  have h1 : mean w (fun i => ρ i - mean w ρ) = 0 := by
    simp only [mean, mul_sub, Finset.sum_sub_distrib, ← Finset.sum_mul, hw, one_mul, sub_self]
  unfold variance
  generalize mean w ρ = r at h1 ⊢
  simp only [mean] at h1 ⊢
  calc _ = ∑ i, (w i * G i - w i * a - b * (w i * (ρ i - r))
        - c / 2 * (w i * (ρ i - r) ^ 2)) := Finset.sum_congr rfl fun i _ => by ring
    _ = _ := by
      simp only [Finset.sum_sub_distrib, ← Finset.mul_sum, ← Finset.sum_mul, h1, hw]
      ring

/-- With nonnegative weights, a pointwise bound `|f| ≤ K g` passes to the means. -/
theorem abs_mean_le {w f g : ι → ℝ} {K : ℝ} (hw : ∀ i, 0 ≤ w i)
    (h : ∀ i, |f i| ≤ K * g i) : |mean w f| ≤ K * mean w g := by
  unfold mean
  rw [Finset.mul_sum]
  refine (Finset.abs_sum_le_sum_abs _ _).trans (Finset.sum_le_sum fun i _ => ?_)
  rw [abs_mul, abs_of_nonneg (hw i)]
  exact (mul_le_mul_of_nonneg_left (h i) (hw i)).trans_eq (by ring)

/-- Let `|F'''| ≤ M` on an interval that contains all host densities, with probabilities `w`.
The mean embedding energy differs from `F(r) + F''(r) v / 2`, with `r` the mean density and `v`
its variance, by at most `M / 6` times the third absolute central moment. -/
theorem mean_embedding_energy {I : Set ℝ} (hI : Convex ℝ I) {F F1 F2 F3 : ℝ → ℝ} {M : ℝ}
    (h0 : ∀ x ∈ I, HasDerivWithinAt F (F1 x) I x)
    (h1 : ∀ x ∈ I, HasDerivWithinAt F1 (F2 x) I x)
    (h2 : ∀ x ∈ I, HasDerivWithinAt F2 (F3 x) I x)
    (hM : ∀ x ∈ I, |F3 x| ≤ M) {w ρ : ι → ℝ} (hw0 : ∀ i, 0 ≤ w i) (hw : ∑ i, w i = 1)
    (hρ : ∀ i, ρ i ∈ I) :
    |mean w (fun i => F (ρ i)) - (F (mean w ρ) + F2 (mean w ρ) * variance w ρ / 2)| ≤
      M / 6 * absThirdMoment w ρ := by
  -- the mean density lies in the interval
  have hr : mean w ρ ∈ I := hI.sum_mem (fun i _ => hw0 i) hw (fun i _ => hρ i)
  rw [← mean_sub_quadratic w ρ hw (fun i => F (ρ i)) _ (F1 (mean w ρ)) _]
  exact abs_mean_le hw0 fun i => embedding_taylor_bound hI h0 h1 h2 hM hr (hρ i)

/-- For probabilities `w` and density fluctuations of size at most `δ`, the third absolute
central moment is at most `δ` times the variance. -/
theorem absThirdMoment_le {w ρ : ι → ℝ} {δ : ℝ} (hw0 : ∀ i, 0 ≤ w i)
    (hδ : ∀ i, |ρ i - mean w ρ| ≤ δ) : absThirdMoment w ρ ≤ δ * variance w ρ := by
  refine (le_abs_self _).trans (abs_mean_le hw0 fun i => ?_)
  rw [abs_of_nonneg (by positivity), ← sq_abs (ρ i - mean w ρ)]
  calc |ρ i - mean w ρ| ^ 3 = |ρ i - mean w ρ| * |ρ i - mean w ρ| ^ 2 := by ring
    _ ≤ δ * |ρ i - mean w ρ| ^ 2 := mul_le_mul_of_nonneg_right (hδ i) (by positivity)

/-- For a cubic embedding function and weights that sum to one, the error of the variance
formula is exactly the cubic coefficient times the third central moment of the density. -/
theorem mean_cubic_embedding {F : ℝ → ℝ} {a b c d : ℝ}
    (hF : ∀ x, F x = a + b * x + c * x ^ 2 + d * x ^ 3) (w ρ : ι → ℝ) (hw : ∑ i, w i = 1) :
    mean w (fun i => F (ρ i)) =
      F (mean w ρ) + (2 * c + 6 * d * mean w ρ) * variance w ρ / 2
        + d * mean w (fun i => (ρ i - mean w ρ) ^ 3) := by
  have aux : ∀ r : ℝ, mean w (fun i => F (ρ i) - (F r + (b + 2 * c * r + 3 * d * r ^ 2) *
      (ρ i - r) + (2 * c + 6 * d * r) * (ρ i - r) ^ 2 / 2)) =
      d * mean w (fun i => (ρ i - r) ^ 3) := by
    intro r
    simp only [mean, hF, Finset.mul_sum]
    exact Finset.sum_congr rfl fun i _ => by ring
  have h := mean_sub_quadratic w ρ hw (fun i => F (ρ i)) (F (mean w ρ))
    (b + 2 * c * mean w ρ + 3 * d * mean w ρ ^ 2) (2 * c + 6 * d * mean w ρ)
  rw [aux] at h
  linarith

/-- Second-moment band energy `-A √ρ` with `A ≥ 0`, probabilities `w` and all densities at least
`m > 0`: fluctuations shift the mean energy by `A v / (8 r ^ (3/2))`, up to an error of at most
`A / (16 m ^ (5/2))` times the third absolute central moment. -/
theorem mean_second_moment_energy {A m : ℝ} (hA : 0 ≤ A) (hm : 0 < m) {w ρ : ι → ℝ}
    (hw0 : ∀ i, 0 ≤ w i) (hw : ∑ i, w i = 1) (hρ : ∀ i, m ≤ ρ i) :
    |mean w (fun i => -A * √(ρ i)) -
        (-A * √(mean w ρ) + A * variance w ρ / (8 * (√(mean w ρ)) ^ 3))| ≤
      A / (16 * (√m) ^ 5) * absThirdMoment w ρ := by
  have hs : ∀ x ∈ Ici m, HasDerivAt (fun y => √y) (1 / (2 * √x)) x := fun x hx =>
    Real.hasDerivAt_sqrt (hm.trans_le hx).ne'
  have hinv : ∀ x ∈ Ici m,
      HasDerivAt (fun y => (√y)⁻¹) (-(1 / 2) * ((√x)⁻¹) ^ 3) x := fun x hx =>
    ((hs x hx).inv (Real.sqrt_pos.2 (hm.trans_le hx)).ne').congr_deriv (by ring)
  have e1 : A * variance w ρ / (8 * (√(mean w ρ)) ^ 3) =
      A / 4 * ((√(mean w ρ))⁻¹) ^ 3 * variance w ρ / 2 := by ring
  have e2 : A / (16 * (√m) ^ 5) = 3 * A / 8 * ((√m)⁻¹) ^ 5 / 6 := by ring
  rw [e1, e2]
  -- the third derivative is largest at the smallest density
  exact mean_embedding_energy (convex_Ici m) (F := fun x => -A * √x)
    (F1 := fun x => -(A / 2) * (√x)⁻¹) (F2 := fun x => A / 4 * ((√x)⁻¹) ^ 3)
    (F3 := fun x => -(3 * A / 8) * ((√x)⁻¹) ^ 5)
    (fun x hx => (((hs x hx).const_mul (-A)).congr_deriv (by ring)).hasDerivWithinAt)
    (fun x hx => (((hinv x hx).const_mul (-(A / 2))).congr_deriv (by ring)).hasDerivWithinAt)
    (fun x hx => ((((hinv x hx).pow 3).const_mul (A / 4)).congr_deriv
      (by ring)).hasDerivWithinAt)
    (fun x hx => by
      have hx' : m ≤ x := hx
      rw [abs_mul, abs_neg, abs_of_nonneg (by positivity : 0 ≤ 3 * A / 8),
        abs_of_nonneg (by positivity : 0 ≤ ((√x)⁻¹) ^ 5)]
      gcongr)
    hw0 hw hρ

end

end EmbeddedAtomFluctuations
```

```lean
#print axioms EmbeddedAtomFluctuations.mean_embedding_energy
#print axioms EmbeddedAtomFluctuations.absThirdMoment_le
#print axioms EmbeddedAtomFluctuations.mean_cubic_embedding
#print axioms EmbeddedAtomFluctuations.mean_second_moment_energy
```

```
'EmbeddedAtomFluctuations.mean_embedding_energy' depends on axioms: [propext, Classical.choice, Quot.sound]
'EmbeddedAtomFluctuations.absThirdMoment_le' depends on axioms: [propext, Classical.choice, Quot.sound]
'EmbeddedAtomFluctuations.mean_cubic_embedding' depends on axioms: [propext, Classical.choice, Quot.sound]
'EmbeddedAtomFluctuations.mean_second_moment_energy' depends on axioms: [propext, Classical.choice, Quot.sound]
```

## Environments, weights and derivatives on an interval

The main theorem, `mean_embedding_energy`, states

$$\left|\sum_i w_iF(\rho_i)-\left(F(r)+\tfrac12F''(r)\,v\right)\right|\le\frac M6\sum_i w_i|\rho_i-r|^3 .$$

The index $i$ runs over a finite type `ι` of environments. Environment $i$ occurs with weight $w_i$ and gives its atom the host density $\rho_i$, which in the embedded-atom method is the electron density that the surrounding atoms contribute at its site. The hypotheses `hw0` and `hw` make the weights probabilities. The mean density $r=\sum_i w_i\rho_i$ is `mean w ρ`, and `variance w ρ` is $v=\sum_i w_i(\rho_i-r)^2$, the variance of the distribution itself and not a sample estimate with $n-1$ in the denominator. The sum on the right of the bound is `absThirdMoment w ρ`.

The set `I` is a convex set of reals, that is, an interval, which may be open, closed or unbounded. The functions `F1`, `F2` and `F3` play the roles of $F'$, $F''$ and $F'''$. They enter through `HasDerivWithinAt`, which takes the derivative within `I`, so a one-sided derivative suffices at an endpoint. $F'''$ must exist and be bounded, but it need not be continuous.

Physically, $M$ limits how fast the curvature of the embedding function changes with density. A tabulated $F$ interpolated by cubic splines generally has no third derivative at its knots, so the theorem does not apply directly to an interval with such a knot inside.

The densities are given numbers, not computed from atomic positions, and pair energies are left out. The theorem has a single $F$; for an alloy whose species have different embedding functions, it can be applied to each species separately, with weights rescaled to sum to one within that species and with that species' own mean and variance.

## The cubic remainder on either side of the mean

Fix $r$ and $x$ in the interval, write $d=x-r$, and move along the segment $r+td$ with $0\le t\le1$. The tool is a comparison of slopes: if $g(0)=0$ and $|g'(t)|\le Ct^n$, then

$$|g(t)|\le\frac{C\,t^{n+1}}{n+1}.$$

Indeed, with $B(t)=Ct^{n+1}/(n+1)$, both $B-g$ and $B+g$ vanish at $0$ and have nonnegative slope, so neither becomes negative. This argument uses neither an integral of $g'$ nor continuity of $F'''$. In Lean this is `abs_le_of_slope_le`, which checks that $B'=Ct^n$ and then calls Mathlib's comparison theorem for right derivatives.

The comparison is used three times.

1. Let $g_2(t)=F''(r+td)-F''(r)$. Its slope is $F'''(r+td)\,d$, at most $M|d|$ in absolute value, so $|g_2(t)|\le M|d|\,t$.
2. Let $g_1(t)=F'(r+td)-F'(r)-F''(r)\,td$. Its slope is $d\,g_2(t)$, at most $Md^2t$ in absolute value, so $|g_1(t)|\le Md^2t^2/2$.
3. Let $g_0(t)=F(r+td)-F(r)-F'(r)\,td-F''(r)\,t^2d^2/2$. Its slope is $d\,g_1(t)$, at most $M|d|^3t^2/2$ in absolute value, so $|g_0(t)|\le M|d|^3t^3/6$.

At $t=1$ the last line reads

$$\left|F(x)-F(r)-F'(r)(x-r)-\tfrac12F''(r)(x-r)^2\right|\le\frac M6|x-r|^3 .$$

This is `embedding_taylor_bound`. Its steps `b2`, `b1` and `b0` are the three items above, `hmem` keeps the segment inside the interval, and `hcomp` is the chain rule. Because $d$ may have either sign, densities above and below the mean are treated together.

## Averaging removes the linear term

The mean $r$ is a weighted average of points of the interval and therefore lies in it, so the expansion about $r$ is allowed. Lean obtains this as `hr` from convexity. Now average the expansion over the environments. Since the weights sum to one,

$$\sum_i w_i(\rho_i-r)=r-r=0,\qquad \sum_i w_i(\rho_i-r)^2=v .$$

The term with $F'(r)$ disappears and the quadratic term becomes $F''(r)v/2$. Hence

$$\langle F(\rho)\rangle-F(r)-\tfrac12F''(r)v=\sum_i w_iR_i,$$

where $R_i$ is the remainder of the expansion at $\rho_i$. As the weights are nonnegative,

$$\left|\sum_i w_iR_i\right|\le\sum_i w_i|R_i|\le\frac M6\sum_i w_i|\rho_i-r|^3 .$$

The identity is `mean_sub_quadratic` and the inequality is `abs_mean_le`. The main proof rewrites with the first, read from right to left, and closes with the second.

If every fluctuation satisfies $|\rho_i-r|\le\delta$, then $|\rho_i-r|^3\le\delta(\rho_i-r)^2$. Averaging gives `absThirdMoment_le`: the third absolute moment is at most $\delta v$. Inserted into the main bound, this limits the error to $M\delta v/6$.

## Cubic embedding functions and the signed third moment

Let $F(x)=a+bx+cx^2+dx^3$, where $d$ is now the cubic coefficient. Expanding about $r$ gives exactly

$$F(\rho_i)=F(r)+F'(r)(\rho_i-r)+\tfrac12(2c+6dr)(\rho_i-r)^2+d(\rho_i-r)^3 .$$

The average is then

$$\langle F(\rho)\rangle=F(r)+\tfrac12(2c+6dr)\,v+d\sum_i w_i(\rho_i-r)^3,$$

which is `mean_cubic_embedding`. Its proof checks the expansion term by term in `aux` and averages it with `mean_sub_quadratic`. Only the sum of the weights matters here, not their signs.

This formula invites a false generalisation, namely that the signed third moment controls the error for every $F$. As a mathematical test, not a realistic embedding function, take $F(x)=(x-r)^4$ and the densities $r\pm\delta$ with equal probability and $0<\delta<r$. The signed third moment is zero and so is $F''(r)$, yet the mean energy is $\delta^4$ while the variance formula gives $0$. The absolute value in the general bound has to stay inside the average. In this example $M=24\delta$ on $[r-\delta,r+\delta]$, and the bound is $4\delta^4$, which does cover the error.

## The square-root band energy

In the second-moment model of metallic bonding, the band energy of an atom is $F(\rho)=-A\sqrt\rho$. Here $\rho$ is the second moment of the local density of states about the on-site energy, a sum of squared hopping integrals to the neighbours, and $A\ge0$ collects the band filling and band shape. The derivatives are

$$F'=-\frac A2\rho^{-1/2},\qquad F''=\frac A4\rho^{-3/2},\qquad F'''=-\frac{3A}8\rho^{-5/2}.$$

Suppose that all densities are at least $m>0$. Physically, no atom is completely isolated. A nearly isolated atom is allowed, but it forces $m$ to be small and so makes the prefactor of the bound below large, because the derivatives of the square root diverge at zero density. On $[m,\infty)$ the size of $F'''$ is greatest at $m$, so $M=3A/(8m^{5/2})$ and $M/6=A/(16m^{5/2})$. The main theorem gives

$$\left|\langle -A\sqrt\rho\rangle-\left(-A\sqrt r+\frac{Av}{8r^{3/2}}\right)\right|\le\frac{A}{16\,m^{5/2}}\sum_i w_i|\rho_i-r|^3 .$$

This is `mean_second_moment_energy`, where the half-integer powers are written as powers of square roots. The steps `hs` and `hinv` differentiate $\sqrt x$ and $1/\sqrt x$, and `gcongr` supplies the comparison with the value at the lower bound $m$. The variance term is never negative: within this model, with $A>0$, spreading the densities at fixed mean weakens the average band energy to second order.
